# Some collinear state keeps at least 4/5 of a classical coplanar antiferromagnet's energy gain over the parallel state

## Up and down spins on a frustrated magnet

Three classical spins on a triangle with equal antiferromagnetic couplings have their lowest energy at 120° to each other. A calculation that admits only up and down spins misses this state and returns an energy that is too high. Without a bound on the error, the collinear result says little about how low the coplanar energy might be.

Take the classical energy

$$E=\sum_{i<j}J_{ij}\,\mathbf S_i\cdot\mathbf S_j,\qquad J_{ij}\ge 0,$$

with unit spins $\mathbf S_i$ in a plane. Positive $J$ is antiferromagnetic here; some textbooks use the opposite sign. The parallel state has energy $J_{\rm tot}=\sum_{i<j}J_{ij}$, and the gain of any other state is measured from there:

$$G(\mathbf S)=\sum_{i<j}J_{ij}(1-\mathbf S_i\cdot\mathbf S_j)=J_{\rm tot}-E.$$

## At least 91/108 of the gain survives

For every planar configuration there are signs $s_i=\pm1$ with

$$\sum_{i<j}J_{ij}(1-s_is_j)\;\ge\;\tfrac{91}{108}\,G(\mathbf S).$$

Since $91/108\approx0.843$ and $G\ge0$, the constant $4/5$ follows. The bound concerns gains, not energies measured from zero: on the triangle with $J=1$ the best energies are $-1$ (collinear) and $-3/2$ (coplanar), a ratio of only $2/3$.

For a finite classical model with nonnegative couplings, a search over all collinear states therefore brackets the lowest coplanar energy $E_{\rm cop}$. If the lowest energy it finds is $E_{\rm col}$, then

$$J_{\rm tot}-\tfrac{108}{91}(J_{\rm tot}-E_{\rm col})\le E_{\rm cop}\le E_{\rm col}.$$

## Fractional moments can be pushed to signs

Let $m_i\in[-1,1]$ and $G(m)=\sum_{i<j}J_{ij}(1-m_im_j)$. A bond contains a site $a$ at most once, so $G$ is affine in $m_a$:

$$G(m)=\tfrac{1+m_a}{2}\,G(m_a\to1)+\tfrac{1-m_a}{2}\,G(m_a\to-1).$$

The weights are nonnegative and add to one, so the better sign gives at least $G(m)$. Treating the sites one after another turns all moments into signs without loss. It remains to find good fractional moments.

## Four axes and a cubic

Let $\mathbf S_i$ have angle $\theta_i$, and take axes at angles $\varphi_k=k\pi/4$, $k=0,\dots,3$. From the component $u=\cos(\theta_i-\varphi_k)$ form the moment

$$f(u)=\frac{9u-4u^3}{3\sqrt3}.$$

It is admissible because

$$27-u^2(9-4u^2)^2=(3-4u^2)^2(3-u^2)\ge0\quad\text{for }u^2\le1.$$

With $4\cos^3x=3\cos x+\cos3x$, the moment becomes $f(\cos x)=(6\cos x-\cos3x)/(3\sqrt3)$. Multiply the moments of two spins and sum over $k$. Terms that oscillate as $2\varphi_k$, $4\varphi_k$ or $6\varphi_k$ cancel, which removes the cross terms. With $\delta$ the angle between the spins and $c=\cos\delta$, what is left is

$$\frac{36\cdot2\cos\delta+2\cos3\delta}{27}=\frac{66c+8c^3}{27}.$$

## From one pair to all bonds

Summed over the axes, the pair contributes $4-(66c+8c^3)/27$. Compare this with $\frac{91}{27}(1-c)$. The difference, times 27, is

$$17+25c-8c^3=(1+c)(17+8c-8c^2)\ge0,$$

because $17+8c-8c^2=1+8(1+c)(2-c)$ and $-1\le c\le1$. Multiply by $J_{ij}\ge0$ and sum over bonds: the four axes together gain at least $4\cdot\frac{91}{108}G(\mathbf S)$. At least one axis reaches the average, and its moments can be pushed to signs.

The triangle limits any improvement. Its 120° state gains $3\cdot\frac32=\frac92$, while at most two of its three bonds can be antiparallel, for a gain of $4=\frac89\cdot\frac92$. No universal constant can exceed $8/9$.

## The 120° state turned into signs

Label the triangle's sites 0, 1, 2, with angles 0°, 120°, 240° and $J=1$. On the first axis the components are $1,-\frac12,-\frac12$, and the cubic gives moments $0.962,-0.770,-0.770$, with gain $35/9\approx3.889$.

Each site now takes the sign opposite to its local field, the coupling-weighted sum of its neighbours' moments. Site 0 sees $-1.540$ and becomes $+1$; the gain rises to $3.947$. Site 1 sees $+0.230$ and becomes $-1$; the gain is now 4. Site 2 sees zero, so either sign keeps the gain at 4.

## Spins, bonds and gains in Lean

The sites form a finite type `ι` with a linear order, which serves only to list each bond once, as a pair in `bonds ι`. Only the values `J i j` with `i < j` enter. A configuration is `S : ι → Fin 2 → ℝ`, and `S i ⬝ᵥ S i = 1` fixes unit length. The signs are real numbers with `s i = 1 ∨ s i = -1`.

`coplanarGain` is $G(\mathbf S)$, and `collinearGain` is $G(m)$ for arbitrary real `m`. The function `moment` is the cubic $f$; its value is a dimensionless number, not a measured magnetic moment.

`exists_collinear_gain` states the bound with $91/108$, and `exists_collinear_four_fifths` the one with $4/5$. `triangle_upper_bound` states that the three spins are unit vectors, that they gain $9/2$, and that every collinear state gains at most $8/9$ of that.

The configuration need not be a ground state. The Lean theorems cover planar configurations only. The step to a real magnet is the assumption that its energy has this pairwise form, with no ferromagnetic couplings, and with the same couplings and spin lengths in the collinear and the coplanar state.

```lean
import Mathlib

open Matrix

namespace CollinearRounding

noncomputable section

/-- The bonds of a finite set of sites: all pairs `(i, j)` with `i < j`. -/
def bonds (ι : Type*) [Fintype ι] [LinearOrder ι] : Finset (ι × ι) :=
  Finset.univ.filter (fun p => p.1 < p.2)

variable {ι : Type*} [Fintype ι] [LinearOrder ι]

/-- For planar unit spins, the energy gain over the parallel state: the sum over bonds of
`J_ij (1 - S_i · S_j)`. -/
def coplanarGain (J : ι → ι → ℝ) (S : ι → Fin 2 → ℝ) : ℝ :=
  ∑ p ∈ bonds ι, J p.1 p.2 * (1 - S p.1 ⬝ᵥ S p.2)

/-- The sum over bonds of `J_ij (1 - m_i m_j)` for real moments `m_i` along one common axis. -/
def collinearGain (J : ι → ι → ℝ) (m : ι → ℝ) : ℝ :=
  ∑ p ∈ bonds ι, J p.1 p.2 * (1 - m p.1 * m p.2)

/-- The components of a planar vector along four axes that are 45 degrees apart. -/
def axisComponent (v : Fin 2 → ℝ) : Fin 4 → ℝ :=
  ![v 0, (v 0 + v 1) / √2, v 1, (v 1 - v 0) / √2]

/-- The cubic response that turns a spin component `u` into a collinear moment. -/
def moment (u : ℝ) : ℝ := (9 * u - 4 * u ^ 3) / (3 * √3)

/-- The collinear gain is affine in the moment of each single site `a`: it interpolates between
the gains with that moment set to `1` and to `-1`. -/
theorem collinearGain_split (J : ι → ι → ℝ) (m : ι → ℝ) (a : ι) :
    collinearGain J m = (1 + m a) / 2 * collinearGain J (Function.update m a 1)
      + (1 - m a) / 2 * collinearGain J (Function.update m a (-1)) := by
  unfold collinearGain
  rw [Finset.mul_sum, Finset.mul_sum, ← Finset.sum_add_distrib]
  refine Finset.sum_congr rfl fun p hp => ?_
  have hne : p.1 ≠ p.2 := ne_of_lt (Finset.mem_filter.mp hp).2
  -- a bond contains the site `a` at most once
  by_cases h1 : p.1 = a
  · have h2 : p.2 ≠ a := fun h => hne (h1.trans h.symm)
    simp only [h1, Function.update_self, Function.update_of_ne h2]
    ring
  · by_cases h2 : p.2 = a
    · simp only [h2, Function.update_self, Function.update_of_ne h1]
      ring
    · simp only [Function.update_of_ne h1, Function.update_of_ne h2]
      ring

/-- Moments between `-1` and `1` can be replaced by signs without lowering the collinear gain. -/
theorem exists_signs_ge (J : ι → ι → ℝ) (m : ι → ℝ) (hm : ∀ i, |m i| ≤ 1) :
    ∃ s : ι → ℝ, (∀ i, s i = 1 ∨ s i = -1) ∧ collinearGain J m ≤ collinearGain J s := by
  have key : ∀ t : Finset ι, ∃ s : ι → ℝ, (∀ i, |s i| ≤ 1) ∧
      (∀ i ∈ t, s i = 1 ∨ s i = -1) ∧ collinearGain J m ≤ collinearGain J s := by
    intro t
    induction t using Finset.induction_on with
    | empty => exact ⟨m, hm, by simp, le_rfl⟩
    | insert a t _ ih =>
      obtain ⟨s, hb, ht, hg⟩ := ih
      -- the better of the two signs at `a` does at least as well as the present moment
      obtain ⟨x, hx, hge⟩ : ∃ x : ℝ, (x = 1 ∨ x = -1) ∧
          collinearGain J s ≤ collinearGain J (Function.update s a x) := by
        have h := collinearGain_split J s a
        obtain ⟨hl, hu⟩ := abs_le.mp (hb a)
        rcases le_total (collinearGain J (Function.update s a 1))
          (collinearGain J (Function.update s a (-1))) with h12 | h12
        · refine ⟨-1, Or.inr rfl, ?_⟩
          nlinarith [mul_nonneg (by linarith : 0 ≤ 1 + s a) (sub_nonneg.mpr h12)]
        · refine ⟨1, Or.inl rfl, ?_⟩
          nlinarith [mul_nonneg (by linarith : 0 ≤ 1 - s a) (sub_nonneg.mpr h12)]
      refine ⟨Function.update s a x, fun i => ?_, fun i hi => ?_, hg.trans hge⟩
      · by_cases h : i = a
        · rw [h, Function.update_self]
          rcases hx with hx | hx <;> simp [hx]
        · rw [Function.update_of_ne h]
          exact hb i
      · by_cases h : i = a
        · rw [h, Function.update_self]
          exact hx
        · rw [Function.update_of_ne h]
          exact ht i ((Finset.mem_insert.mp hi).resolve_left h)
  obtain ⟨s, _, hs, hg⟩ := key Finset.univ
  exact ⟨s, fun i => hs i (Finset.mem_univ i), hg⟩

/-- For a planar unit spin, the moment obtained from each of the four axes lies between
`-1` and `1`. -/
theorem abs_moment_le_one {v : Fin 2 → ℝ} (hv : v ⬝ᵥ v = 1) (k : Fin 4) :
    |moment (axisComponent v k)| ≤ 1 := by
  simp only [dotProduct, Fin.sum_univ_two] at hv
  have hu : (axisComponent v k) ^ 2 ≤ 1 := by
    fin_cases k
    · show (v 0) ^ 2 ≤ 1
      nlinarith [sq_nonneg (v 1)]
    · show ((v 0 + v 1) / √2) ^ 2 ≤ 1
      rw [div_pow, Real.sq_sqrt (by norm_num)]
      nlinarith [sq_nonneg (v 0 - v 1)]
    · show (v 1) ^ 2 ≤ 1
      nlinarith [sq_nonneg (v 0)]
    · show ((v 1 - v 0) / √2) ^ 2 ≤ 1
      rw [div_pow, Real.sq_sqrt (by norm_num)]
      nlinarith [sq_nonneg (v 0 + v 1)]
  generalize axisComponent v k = u at hu
  have hsq : (moment u) ^ 2 ≤ 1 := by
    unfold moment
    rw [div_pow, mul_pow, Real.sq_sqrt (by norm_num), div_le_one (by norm_num)]
    -- 27 - u²(9 - 4u²)² = (3 - 4u²)²(3 - u²)
    nlinarith [mul_nonneg (sq_nonneg (3 - 4 * u ^ 2)) (by linarith : 0 ≤ 3 - u ^ 2)]
  exact abs_le.mpr ⟨by nlinarith, by nlinarith⟩

/-- For planar unit spins at scalar product `c`, the products of their moments summed over the
four axes equal `(66 c + 8 c³) / 27`. -/
theorem sum_moment_mul {a b : Fin 2 → ℝ} (ha : a ⬝ᵥ a = 1) (hb : b ⬝ᵥ b = 1) :
    ∑ k, moment (axisComponent a k) * moment (axisComponent b k)
      = (66 * (a ⬝ᵥ b) + 8 * (a ⬝ᵥ b) ^ 3) / 27 := by
  have hm : ∀ u v, moment u * moment v = (9 * u - 4 * u ^ 3) * (9 * v - 4 * v ^ 3) / 27 := by
    intro u v
    have h3 : 3 * √3 * (3 * √3) = 27 := by
      nlinarith [Real.mul_self_sqrt (by norm_num : (0 : ℝ) ≤ 3)]
    unfold moment
    rw [div_mul_div_comm, h3]
  have hd : ∀ p : ℝ, 9 * (p / √2) - 4 * (p / √2) ^ 3 = p * (9 - 2 * p ^ 2) / √2 := by
    intro p
    have h2 : (p / √2) ^ 2 = p ^ 2 / 2 := by rw [div_pow, Real.sq_sqrt (by norm_num)]
    calc 9 * (p / √2) - 4 * (p / √2) ^ 3 = p / √2 * (9 - 4 * (p / √2) ^ 2) := by ring
      _ = p * (9 - 2 * p ^ 2) / √2 := by rw [h2]; ring
  have he : ∑ k, moment (axisComponent a k) * moment (axisComponent b k)
      = moment (a 0) * moment (b 0)
        + moment ((a 0 + a 1) / √2) * moment ((b 0 + b 1) / √2)
        + moment (a 1) * moment (b 1)
        + moment ((a 1 - a 0) / √2) * moment ((b 1 - b 0) / √2) := by
    rw [Fin.sum_univ_four]
    rfl
  rw [he]
  simp only [dotProduct, Fin.sum_univ_two] at ha hb ⊢
  simp only [hm, hd, div_mul_div_comm, Real.mul_self_sqrt (by norm_num : (0 : ℝ) ≤ 2)]
  linear_combination
    ((a 0 * b 0 + a 1 * b 1) * (-54 + 12 * (b 0 * b 0 + b 1 * b 1)) / 27) * ha
      + ((a 0 * b 0 + a 1 * b 1) * (-42) / 27) * hb

/-- The scalar product of two planar unit spins lies between `-1` and `1`. -/
theorem dot_bounds {a b : Fin 2 → ℝ} (ha : a ⬝ᵥ a = 1) (hb : b ⬝ᵥ b = 1) :
    -1 ≤ a ⬝ᵥ b ∧ a ⬝ᵥ b ≤ 1 := by
  simp only [dotProduct, Fin.sum_univ_two] at ha hb ⊢
  constructor
  · nlinarith [sq_nonneg (a 0 + b 0), sq_nonneg (a 1 + b 1)]
  · nlinarith [sq_nonneg (a 0 - b 0), sq_nonneg (a 1 - b 1)]

/-- For nonnegative couplings and planar unit spins, some collinear state retains at least the
fraction `91/108` of the coplanar energy gain. -/
theorem exists_collinear_gain (J : ι → ι → ℝ) (hJ : ∀ i j, i < j → 0 ≤ J i j)
    (S : ι → Fin 2 → ℝ) (hS : ∀ i, S i ⬝ᵥ S i = 1) :
    ∃ s : ι → ℝ, (∀ i, s i = 1 ∨ s i = -1) ∧
      91 / 108 * coplanarGain J S ≤ collinearGain J s := by
  -- the bound holds for the sum over the four axes, bond by bond
  have hsum : ∑ _k : Fin 4, 91 / 108 * coplanarGain J S
      ≤ ∑ k : Fin 4, collinearGain J (fun i => moment (axisComponent (S i) k)) := by
    unfold collinearGain coplanarGain
    rw [Finset.sum_comm, Finset.sum_const, Finset.card_univ, Fintype.card_fin, nsmul_eq_mul,
      Finset.mul_sum, Finset.mul_sum]
    refine Finset.sum_le_sum fun p hp => ?_
    have hc := dot_bounds (hS p.1) (hS p.2)
    have hpair : 91 / 27 * (1 - S p.1 ⬝ᵥ S p.2) ≤ ∑ k : Fin 4,
        (1 - moment (axisComponent (S p.1) k) * moment (axisComponent (S p.2) k)) := by
      rw [Finset.sum_sub_distrib, sum_moment_mul (hS p.1) (hS p.2), Finset.sum_const,
        Finset.card_univ, Fintype.card_fin, nsmul_eq_mul]
      generalize S p.1 ⬝ᵥ S p.2 = c at hc
      have h1 : 0 ≤ 1 + c := by linarith [hc.1]
      have h2 : 0 ≤ 17 + 8 * c - 8 * c ^ 2 := by
        nlinarith [mul_nonneg h1 (by linarith [hc.2] : 0 ≤ 2 - c)]
      push_cast
      nlinarith [mul_nonneg h1 h2]
    rw [← Finset.mul_sum]
    have h := mul_le_mul_of_nonneg_left hpair (hJ p.1 p.2 (Finset.mem_filter.mp hp).2)
    push_cast
    linarith
  -- so it holds for one axis, whose moments are then rounded to signs
  obtain ⟨k, _, hk⟩ := Finset.exists_le_of_sum_le Finset.univ_nonempty hsum
  obtain ⟨s, hs, hg⟩ := exists_signs_ge J (fun i => moment (axisComponent (S i) k))
    (fun i => abs_moment_le_one (hS i) k)
  exact ⟨s, hs, hk.trans hg⟩

/-- For nonnegative couplings and planar unit spins, some collinear state retains at least
four fifths of the coplanar energy gain. -/
theorem exists_collinear_four_fifths (J : ι → ι → ℝ) (hJ : ∀ i j, i < j → 0 ≤ J i j)
    (S : ι → Fin 2 → ℝ) (hS : ∀ i, S i ⬝ᵥ S i = 1) :
    ∃ s : ι → ℝ, (∀ i, s i = 1 ∨ s i = -1) ∧
      4 / 5 * coplanarGain J S ≤ collinearGain J s := by
  obtain ⟨s, hs, hg⟩ := exists_collinear_gain J hJ S hS
  have h0 : 0 ≤ coplanarGain J S := Finset.sum_nonneg fun p hp =>
    mul_nonneg (hJ p.1 p.2 (Finset.mem_filter.mp hp).2)
      (sub_nonneg.mpr (dot_bounds (hS p.1) (hS p.2)).2)
  exact ⟨s, hs, by linarith⟩

/-- Three planar spins at 120 degrees to each other. -/
def triangle : Fin 3 → Fin 2 → ℝ :=
  ![![1, 0], ![-1 / 2, √3 / 2], ![-1 / 2, -√3 / 2]]

/-- On the triangle with unit couplings the 120-degree unit spins gain `9/2`, and every collinear
state gains at most `8/9` of that. -/
theorem triangle_upper_bound :
    (∀ i, triangle i ⬝ᵥ triangle i = 1) ∧ coplanarGain (fun _ _ => 1) triangle = 9 / 2 ∧
      ∀ s : Fin 3 → ℝ, (∀ i, s i = 1 ∨ s i = -1) →
        collinearGain (fun _ _ => 1) s ≤ 8 / 9 * coplanarGain (fun _ _ => 1) triangle := by
  have h3 : √3 * √3 = 3 := Real.mul_self_sqrt (by norm_num)
  have hdot : ∀ i j, triangle i ⬝ᵥ triangle j
      = triangle i 0 * triangle j 0 + triangle i 1 * triangle j 1 := by
    intro i j
    simp only [dotProduct, Fin.sum_univ_two]
  have hsum : ∀ f : Fin 3 × Fin 3 → ℝ,
      ∑ p ∈ bonds (Fin 3), f p = f (0, 1) + f (0, 2) + f (1, 2) := by
    intro f
    simp [bonds, Finset.sum_filter, Fintype.sum_prod_type, Fin.sum_univ_three]
  have hgain : coplanarGain (fun _ _ => 1) triangle = 9 / 2 := by
    unfold coplanarGain
    rw [hsum]
    simp only [hdot]
    show (1 : ℝ) * (1 - (1 * (-1 / 2) + 0 * (√3 / 2)))
      + 1 * (1 - (1 * (-1 / 2) + 0 * (-√3 / 2)))
      + 1 * (1 - (-1 / 2 * (-1 / 2) + √3 / 2 * (-√3 / 2))) = 9 / 2
    linear_combination (1 / 4) * h3
  refine ⟨fun i => ?_, hgain, fun s hs => ?_⟩
  · rw [hdot]
    fin_cases i
    · show (1 : ℝ) * 1 + 0 * 0 = 1
      norm_num
    · show (-1 / 2 : ℝ) * (-1 / 2) + √3 / 2 * (√3 / 2) = 1
      linear_combination (1 / 4) * h3
    · show (-1 / 2 : ℝ) * (-1 / 2) + -√3 / 2 * (-√3 / 2) = 1
      linear_combination (1 / 4) * h3
  · -- at most two of the three bonds can be antiparallel
    rw [hgain]
    unfold collinearGain
    rw [hsum]
    rcases hs 0 with h0 | h0 <;> rcases hs 1 with h1 | h1 <;> rcases hs 2 with h2 | h2 <;>
      simp only [h0, h1, h2] <;> norm_num

end

end CollinearRounding
```

```lean
#print axioms CollinearRounding.exists_collinear_gain
#print axioms CollinearRounding.exists_collinear_four_fifths
#print axioms CollinearRounding.triangle_upper_bound
```

```
'CollinearRounding.exists_collinear_gain' depends on axioms: [propext, Classical.choice, Quot.sound]
'CollinearRounding.exists_collinear_four_fifths' depends on axioms: [propext, Classical.choice, Quot.sound]
'CollinearRounding.triangle_upper_bound' depends on axioms: [propext, Classical.choice, Quot.sound]
```

## What each lemma contributes

`collinearGain_split` is the affine identity. It is checked bond by bond, according to whether `a` is the first site, the second or neither; `ring` closes each case.

`exists_signs_ge` does the pushing by induction on the set of sites that already carry signs. At a new site it compares the two gains and keeps the larger; `nlinarith` receives the product of a weight and the difference of the gains.

`abs_moment_le_one` first bounds the squared component on each axis, then uses the factorisation of $27-u^2(9-4u^2)^2$.

`sum_moment_mul` reaches $(66c+8c^3)/27$ without angles. It expands the products in Cartesian components, and `linear_combination` removes the remainder with suitable multiples of the two unit-length equations.

In `exists_collinear_gain`, `hpair` is the pair inequality, with $c$ confined to $[-1,1]$ by `dot_bounds`. `Finset.sum_comm` exchanges the sums over axes and bonds, `Finset.exists_le_of_sum_le` selects the axis, and `exists_signs_ge` finishes. The $4/5$ version adds that the coplanar gain is nonnegative.

For the triangle, the sum over bonds is written out as three terms and the eight sign patterns are checked in turn.

## Two thirds for spins in three dimensions

The same argument works for unit spins in space, with three perpendicular axes and the plain components as moments. The products of components sum to $c$, and

$$3-c-2(1-c)=1+c\ge0,$$

so the three axes together gain at least twice the original gain. Some axis therefore keeps $2/3$ of it, and pushing to signs loses nothing. This variant rests on the lines above, not on a Lean proof.

The fraction $2/3$ is what this simple choice of moments yields, not the best possible. If each spin takes the sign of its component along one common random direction, two spins at angle $\delta$ get opposite signs with probability $\delta/\pi$. The average gain of the bond is then $2J_{ij}\delta/\pi$, which is at least $0.878\,J_{ij}(1-\cos\delta)$, in the plane as well as in space. So $91/108$ is not the best possible constant for the plane either.
